# An Error Bound for the Mott Numerator in a Finite Symmetric Thermal Window

We model the thermal window, which in transport theory is the continuous weight \(-\partial f/\partial E\) around the chemical potential \(\mu\), as a finite list of reduced energies \(x_i\) with weights \(w_i\ge 0\). Here \(f\) is the Fermi function and \(x=(E-\mu)/k_BT\). Two properties of the continuous window are kept. Its nonnegativity is the condition \(w_i\ge 0\), and its evenness becomes a symmetry of the list: an involution of the index set preserves the weights and sends each \(x_i\) to \(-x_i\).

Let \(\Sigma(E)\) be the energy-resolved conductivity and \(s(x)=\Sigma(\mu+k_BT\,x)\) the transport function. Define

\[
L_n=\sum_i w_i x_i^n s(x_i),\qquad m_n=\sum_i w_i x_i^n .
\]

With \(e>0\) the elementary charge, the electronic thermopower is \(-(k_B/e)\,L_1/L_0\), and Mott's formula, for weights normalised to \(m_0=1\), replaces \(L_1/L_0\) by \(m_2\,s'(0)/s(0)\). For the continuous Fermi window \(m_2=\pi^2/3\); here \(m_2\) is whatever the finite window gives.

**Claim.** If \(s\) is three times differentiable and \(|s'''|\le M\) on the whole real line, then

\[
|L_1-s'(0)\,m_2|\le \frac{M}{6}\,m_4 .
\]

The constant \(M\) limits how fast the second derivative of \(s\) may change with the reduced energy; a linear \(s\), however steep, has \(M=0\). For thermopower calculations with independent carriers and a transport function with bounded third derivative, sampled on a finite symmetric grid with nonnegative weights, the bound gives an explicit upper limit for the error made in replacing \(L_1\) by the Mott numerator \(s'(0)\,m_2\) of that grid.

## From a bounded third derivative to the transport sum

**Growth.** From here on \(f\) is any differentiable function, not the Fermi function. Suppose \(f(0)=0\) and \(|f'(t)|\le D(n+1)t^n\) for \(t\ge0\). Then \(Dt^{n+1}-f(t)\) and \(Dt^{n+1}+f(t)\) both start at zero and have nonnegative slope, so \(|f(t)|\le Dt^{n+1}\) for \(t\ge 0\).

**Even part.** Let \(|g''|\le K\). The function \(g'(t)-g'(-t)\) vanishes at zero and has derivative \(g''(t)+g''(-t)\), of size at most \(2K\). Hence \(|g'(t)-g'(-t)|\le 2Kt\) for \(t\ge0\). This difference is the derivative of \(g(t)+g(-t)-2g(0)\), so a second use of the growth step gives

\[
|g(t)+g(-t)-2g(0)|\le Kt^2 .
\]

Both sides are even in \(t\), so the bound holds for all \(t\).

**Odd part.** Put \(r(t)=s(t)-s(-t)-2s'(0)t\). Then \(r(0)=0\) and \(r'(t)=s'(t)+s'(-t)-2s'(0)\). The previous step with \(g=s'\) and \(K=M\) gives \(|r'(t)|\le Mt^2\), so \(|r(t)|\le Mt^3/3\) for \(t\ge0\). Multiplying by \(t\),

\[
\bigl|t\,(s(t)-s(-t))-2s'(0)t^2\bigr|\le \tfrac{M}{3}t^4 ,
\]

again for all \(t\) by evenness.

**Summation.** Relabelling the sum by the involution gives \(L_1=\sum_i w_i(-x_i)s(-x_i)\). Averaging the two forms,

\[
L_1-s'(0)m_2=\tfrac12\sum_i w_i\bigl[x_i(s(x_i)-s(-x_i))-2s'(0)x_i^2\bigr].
\]

The triangle inequality and \(w_i\ge0\) bound the right side by \(\tfrac12\cdot\tfrac M3 m_4=\tfrac M6 m_4\).

**The ratio.** Let \(\sum_i w_i=1\) and \(|s''|\le K\), with \(s(0)\) and \(L_0\) nonzero. The even-part bound for \(s\) itself, summed in the same way, gives \(|L_0-s(0)|\le \tfrac K2m_2\). Since

\[
\frac{L_1}{L_0}-\frac{m_2s'(0)}{s(0)}
=\frac{\bigl(L_1-s'(0)m_2\bigr)-\frac{s'(0)}{s(0)}\,m_2\,\bigl(L_0-s(0)\bigr)}{L_0},
\]

the error of the ratio is at most

\[
\frac{1}{|L_0|}\left(\frac M6m_4+\left|\frac{s'(0)}{s(0)}\right|\frac K2m_2^2\right).
\]

## Three energies and a sine

Take energies \(-1,0,1\) with weights \(\tfrac14,\tfrac12,\tfrac14\), so \(m_2=m_4=\tfrac12\), and let \(s(x)=2+\sin x\). Then \(s'(0)=1\) and \(K=M=1\) will do. The numerator is \(L_1=\tfrac12\sin 1\approx0.4207\), against the Mott value \(0.5\). The deviation \(0.0793\) lies just below the bound \(1/12\approx0.0833\). For the ratio, \(L_0=2\) and \(L_1/L_0\approx0.2104\), against \(0.25\); the error \(0.0396\) is below the bound \((0.0833+0.0625)/2\approx0.0729\).

In the limiting case \(M=0\) the bound forces \(L_1=s'(0)m_2\) exactly. A window with a single energy must have \(x=0\), and then both sides of the inequality vanish.

## The window and its sums in Lean

```lean
import Mathlib

open Finset

namespace MottErrorBound

noncomputable section

variable {ι : Type*} [Fintype ι]
```

The index type `ι` is finite and labels the energies.

```lean
/-- A finite thermal window: nonnegative weights `w` at reduced energies `x`, unchanged when
the involution `σ` exchanges each energy with its negative. -/
structure SymmetricWindow (w x : ι → ℝ) (σ : ι → ι) : Prop where
  nonneg : ∀ i, 0 ≤ w i
  invol : Function.Involutive σ
  weight : ∀ i, w (σ i) = w i
  energy : ∀ i, x (σ i) = -x i
```

The four fields of `SymmetricWindow` are nonnegativity, the involution property of `σ`, invariance of the weights and reversal of the energies. The letter `σ` denotes this relabelling, not a conductivity. Normalisation is not included, so the numerator bound holds for any total weight.

```lean
/-- The `n`-th energy moment of the window. -/
def moment (w x : ι → ℝ) (n : ℕ) : ℝ := ∑ i, w i * x i ^ n

/-- The `n`-th transport sum `L_n` of the transport function `s`. -/
def transport (w x : ι → ℝ) (s : ℝ → ℝ) (n : ℕ) : ℝ := ∑ i, w i * (x i ^ n * s (x i))
```

These are \(m_n\) and \(L_n\), with the dimensionless energy as argument.

```lean
/-- Three energies -1, 0, 1 with weights 1/4, 1/2, 1/4 form a symmetric window. -/
theorem symmetricWindow_witness :
    SymmetricWindow (ι := Fin 3) ![1/4, 1/2, 1/4] ![-1, 0, 1] ![2, 1, 0] where
  nonneg i := by fin_cases i <;> simp
  invol i := by fin_cases i <;> rfl
  weight i := by fin_cases i <;> simp
  energy i := by fin_cases i <;> simp
```

The window of the numerical example satisfies the definition; its involution swaps the outer two indices and fixes the middle one.

## Bounds on the transport function

Derivatives enter as named functions: `s1`, `s2` and `s3` stand for \(s'\), \(s''\) and \(s'''\), each tied to the previous one by a `HasDerivAt` hypothesis at every real point. Continuity of \(s'''\) is not assumed.

```lean
/-- If a function vanishes at zero and its slope is at most `D (n+1) t^n` in size for `t ≥ 0`,
then the function is at most `D t^(n+1)` in size there. -/
theorem growth_bound {f f' : ℝ → ℝ} {D : ℝ} (n : ℕ) (h0 : f 0 = 0)
    (hf : ∀ t, HasDerivAt f (f' t) t)
    (hb : ∀ t, 0 ≤ t → |f' t| ≤ D * ((n : ℝ) + 1) * t ^ n) {t : ℝ} (ht : 0 ≤ t) :
    |f t| ≤ D * t ^ (n + 1) := by
  -- a function starting at zero with nonnegative slope stays nonnegative
  have key : ∀ g g' : ℝ → ℝ, g 0 = 0 → (∀ u, HasDerivAt g (g' u) u) →
      (∀ u, 0 ≤ u → 0 ≤ g' u) → 0 ≤ g t := by
    intro g g' g0 hg hp
    have hm : MonotoneOn g (Set.Ici 0) := monotoneOn_of_deriv_nonneg (convex_Ici 0)
      (fun u _ => (hg u).continuousAt.continuousWithinAt)
      (fun u _ => (hg u).differentiableAt.differentiableWithinAt)
      (fun u hu => by rw [(hg u).deriv]; exact hp u (interior_subset hu))
    have := hm (Set.mem_Ici.2 le_rfl) (Set.mem_Ici.2 ht) ht
    linarith
  have hP : ∀ u : ℝ, HasDerivAt (fun u => D * u ^ (n + 1)) (D * ((n : ℝ) + 1) * u ^ n) u := by
    intro u
    refine ((hasDerivAt_pow (n + 1) u).const_mul D).congr_deriv ?_
    simp only [Nat.add_sub_cancel, Nat.cast_add, Nat.cast_one]
    ring
  have h1 : 0 ≤ D * t ^ (n + 1) - f t :=
    key (fun u => D * u ^ (n + 1) - f u) (fun u => D * ((n : ℝ) + 1) * u ^ n - f' u)
      (by simp [h0]) (fun u => (hP u).fun_sub (hf u))
      (fun u hu => sub_nonneg.2 (abs_le.1 (hb u hu)).2)
  have h2 : 0 ≤ D * t ^ (n + 1) + f t :=
    key (fun u => D * u ^ (n + 1) + f u) (fun u => D * ((n : ℝ) + 1) * u ^ n + f' u)
      (by simp [h0]) (fun u => (hP u).fun_add (hf u))
      (fun u hu => by
        show 0 ≤ D * ((n : ℝ) + 1) * u ^ n + f' u
        linarith [(abs_le.1 (hb u hu)).1])
  exact abs_le.2 ⟨by linarith, by linarith⟩
```

This is the growth step. The inner statement `key` says that a function starting at zero with nonnegative slope is nonnegative at `t`, by monotonicity on \([0,\infty)\). It is applied to \(Dt^{n+1}-f\) and \(Dt^{n+1}+f\). Because the argument uses monotonicity and no integral, integrability of the derivative is never needed.

```lean
private theorem deriv_reflect {f f' : ℝ → ℝ} (hf : ∀ t, HasDerivAt f (f' t) t) (t : ℝ) :
    HasDerivAt (fun u => f (-u)) (-f' (-t)) t :=
  ((hf (-t)).comp t (hasDerivAt_neg t)).congr_deriv (by ring)
```

The chain rule gives the derivative of \(f(-t)\) as \(-f'(-t)\).

```lean
/-- With second derivative at most `K` in size, the sum of the values at `t` and `-t` differs from
twice the value at zero by at most `K t²`. -/
theorem even_part_bound {f f1 f2 : ℝ → ℝ} {K : ℝ} (hf : ∀ t, HasDerivAt f (f1 t) t)
    (hf1 : ∀ t, HasDerivAt f1 (f2 t) t) (hK : ∀ t, |f2 t| ≤ K) (t : ℝ) :
    |f t + f (-t) - 2 * f 0| ≤ K * t ^ 2 := by
  have hd : ∀ t, 0 ≤ t → |f1 t - f1 (-t)| ≤ 2 * K * t ^ (0 + 1) := fun t ht =>
    growth_bound (f := fun u => f1 u - f1 (-u)) (f' := fun u => f2 u + f2 (-u)) 0
      (by simp) (fun u => ((hf1 u).fun_sub (deriv_reflect hf1 u)).congr_deriv (by ring))
      (fun u _ => by
        have a := abs_le.1 (hK u)
        have b := abs_le.1 (hK (-u))
        have c : |f2 u + f2 (-u)| ≤ 2 * K := abs_le.2 ⟨by linarith, by linarith⟩
        exact c.trans (le_of_eq (by norm_num))) ht
  have pos : ∀ t, 0 ≤ t → |f t + f (-t) - 2 * f 0| ≤ K * t ^ (1 + 1) := fun t ht =>
    growth_bound (f := fun u => f u + f (-u) - 2 * f 0) (f' := fun u => f1 u - f1 (-u)) 1
      (by simp only [neg_zero]; ring)
      (fun u => (((hf u).fun_add (deriv_reflect hf u)).sub_const (2 * f 0)).congr_deriv
        (by ring))
      (fun u hu => (hd u hu).trans (le_of_eq (by push_cast; ring))) ht
  rcases le_total 0 t with ht | ht
  · exact pos t ht
  · have h := pos (-t) (by linarith)
    rw [neg_neg, add_comm (f (-t))] at h
    exact h.trans (le_of_eq (by ring))
```

The facts `hd` and `pos` are the two growth steps for the even part, with \(n=0\) and \(n=1\). The final case split carries the result to negative \(t\).

```lean
/-- With third derivative at most `M` in size, the difference `s(t) - s(-t)`, multiplied by `t`,
differs from `2 s'(0) t²` by at most `(M/3) t⁴`. -/
theorem odd_part_bound {s s1 s2 s3 : ℝ → ℝ} {M : ℝ} (hs : ∀ t, HasDerivAt s (s1 t) t)
    (hs1 : ∀ t, HasDerivAt s1 (s2 t) t) (hs2 : ∀ t, HasDerivAt s2 (s3 t) t)
    (hM : ∀ t, |s3 t| ≤ M) (t : ℝ) :
    |t * (s t - s (-t)) - 2 * s1 0 * t ^ 2| ≤ M / 3 * t ^ 4 := by
  have pos : ∀ t, 0 ≤ t → |t * (s t - s (-t)) - 2 * s1 0 * t ^ 2| ≤ M / 3 * t ^ 4 := by
    intro t ht
    -- apply the growth bound, with the even-part bound for the slope as input
    have h : |s t - s (-t) - 2 * s1 0 * t| ≤ M / 3 * t ^ (2 + 1) :=
      growth_bound (f := fun u => s u - s (-u) - 2 * s1 0 * u)
        (f' := fun u => s1 u + s1 (-u) - 2 * s1 0) 2 (by simp)
        (fun u => (((hs u).fun_sub (deriv_reflect hs u)).fun_sub
          ((hasDerivAt_id' u).const_mul (2 * s1 0))).congr_deriv (by ring))
        (fun u _ => (even_part_bound hs1 hs2 hM u).trans (le_of_eq (by push_cast; ring))) ht
    have e : t * (s t - s (-t)) - 2 * s1 0 * t ^ 2 = t * (s t - s (-t) - 2 * s1 0 * t) := by
      ring
    rw [e, abs_mul, abs_of_nonneg ht]
    exact (mul_le_mul_of_nonneg_left h ht).trans (le_of_eq (by ring))
  rcases le_total 0 t with ht | ht
  · exact pos t ht
  · have h := pos (-t) (by linarith)
    rw [neg_neg] at h
    have e : t * (s t - s (-t)) - 2 * s1 0 * t ^ 2
        = -t * (s (-t) - s t) - 2 * s1 0 * (-t) ^ 2 := by ring
    rw [e]
    exact h.trans (le_of_eq (by ring))
```

Here `even_part_bound` is applied to `s1`, and a growth step with \(n=2\) yields the cubic bound on \(r(t)\). Multiplication by \(t\) and evenness finish as in the derivation above.

## From pointwise bounds to sums

```lean
/-- Reversing all energies leaves every weighted sum over a symmetric window unchanged. -/
theorem sum_reflect {w x : ι → ℝ} {σ : ι → ι} (h : SymmetricWindow w x σ) (F : ℝ → ℝ) :
    ∑ i, w i * F (-x i) = ∑ i, w i * F (x i) :=
  calc ∑ i, w i * F (-x i) = ∑ i, w (σ i) * F (x (σ i)) :=
        Finset.sum_congr rfl fun i _ => by rw [h.weight, h.energy]
    _ = ∑ i, w i * F (x i) :=
        Equiv.sum_comp (Function.Involutive.toPerm σ h.invol) (fun i => w i * F (x i))
```

The sum is rewritten with the window's symmetry and then reindexed by `σ`, viewed as a permutation.

```lean
private theorem window_estimate {w x : ι → ℝ} {σ : ι → ι} (h : SymmetricWindow w x σ)
    (F : ℝ → ℝ) (a B : ℝ) (m k : ℕ)
    (hF : ∀ t, |F t + F (-t) - 2 * a * t ^ m| ≤ 2 * B * t ^ k) :
    |∑ i, w i * F (x i) - a * moment w x m| ≤ B * moment w x k := by
  unfold moment
  have h2 : ∑ i, w i * ((F (x i) + F (-x i) - 2 * a * x i ^ m) / 2)
      = (∑ i, w i * F (x i) + ∑ i, w i * F (-x i)) / 2 - a * ∑ i, w i * x i ^ m := by
    rw [← Finset.sum_add_distrib, Finset.sum_div, Finset.mul_sum, ← Finset.sum_sub_distrib]
    exact Finset.sum_congr rfl fun i _ => by ring
  have h3 : ∑ i, w i * F (x i) - a * ∑ i, w i * x i ^ m
      = ∑ i, w i * ((F (x i) + F (-x i) - 2 * a * x i ^ m) / 2) := by
    rw [h2, sum_reflect h F]; ring
  rw [h3, Finset.mul_sum]
  refine (Finset.abs_sum_le_sum_abs _ _).trans (Finset.sum_le_sum fun i _ => ?_)
  rw [abs_mul, abs_of_nonneg (h.nonneg i), abs_div, abs_two]
  have := mul_le_mul_of_nonneg_left (hF (x i)) (h.nonneg i)
  linarith
```

This lemma carries out the summation step for a general function \(F\): a pointwise bound on \(F(t)+F(-t)-2at^m\) by \(2Bt^k\) becomes a bound on \(\sum_i w_iF(x_i)-a\,m_m\) by \(B\,m_k\). The equality `h3` is the averaging of the two forms of the sum.

```lean
/-- Error bound for the Mott numerator: `L_1` differs from `s'(0)` times the second moment by at
most `M/6` times the fourth moment, where `M` bounds the size of the third derivative of `s`. -/
theorem mott_numerator_bound {w x : ι → ℝ} {σ : ι → ι} (h : SymmetricWindow w x σ)
    {s s1 s2 s3 : ℝ → ℝ} {M : ℝ} (hs : ∀ t, HasDerivAt s (s1 t) t)
    (hs1 : ∀ t, HasDerivAt s1 (s2 t) t) (hs2 : ∀ t, HasDerivAt s2 (s3 t) t)
    (hM : ∀ t, |s3 t| ≤ M) :
    |transport w x s 1 - s1 0 * moment w x 2| ≤ M / 6 * moment w x 4 := by
  refine window_estimate h (fun t => t ^ 1 * s t) (s1 0) (M / 6) 2 4 fun t => ?_
  have e : t ^ 1 * s t + (-t) ^ 1 * s (-t) - 2 * s1 0 * t ^ 2
      = t * (s t - s (-t)) - 2 * s1 0 * t ^ 2 := by ring
  show |t ^ 1 * s t + (-t) ^ 1 * s (-t) - 2 * s1 0 * t ^ 2| ≤ _
  rw [e]
  exact (odd_part_bound hs hs1 hs2 hM t).trans (le_of_eq (by ring))
```

The main theorem takes \(F(t)=t\,s(t)\), \(a=s'(0)\), \(B=M/6\), \(m=2\) and \(k=4\), with `odd_part_bound` as the pointwise input. The hypothesis `hM` is required at all real energies, not only at the sampled ones. This excludes the free-electron conductivity at constant relaxation time, which is zero below the band edge and grows as the power \(3/2\) of the energy above it: its third derivative is unbounded at the edge. The continuous Fermi integral is not covered either, since the window is finite.

## A cubic that attains the bound

```lean
/-- For a cubic transport function with cubic coefficient `M/6`, the deviation of `L_1` from
its Mott value equals `M/6` times the fourth moment. -/
theorem mott_numerator_cubic {w x : ι → ℝ} {σ : ι → ι} (h : SymmetricWindow w x σ)
    (a b c M : ℝ) :
    transport w x (fun t => a + b * t + c * t ^ 2 + M / 6 * t ^ 3) 1 - b * moment w x 2
      = M / 6 * moment w x 4 := by
  -- odd moments of the window vanish
  have odd : ∀ n, Odd n → moment w x n = 0 := by
    intro n hn
    have r := sum_reflect h (fun t => t ^ n)
    simp only [hn.neg_pow, mul_neg, Finset.sum_neg_distrib] at r
    unfold moment
    linarith
  have e : transport w x (fun t => a + b * t + c * t ^ 2 + M / 6 * t ^ 3) 1
      = a * moment w x 1 + b * moment w x 2 + c * moment w x 3 + M / 6 * moment w x 4 := by
    simp only [transport, moment, Finset.mul_sum, ← Finset.sum_add_distrib]
    exact Finset.sum_congr rfl fun i _ => by ring
  rw [e, odd 1 (by decide), odd 3 (by decide)]
  ring
```

For \(s(t)=a+bt+ct^2+\tfrac M6t^3\) the third derivative is the constant \(M\). The odd moments vanish, because reflection turns each into its own negative, and what remains is the signed identity \(L_1-b\,m_2=\tfrac M6m_4\). For \(M\ge0\) this is equality in the main bound, so the factor \(1/6\) is the best possible for windows with \(m_4>0\). A cubic with \(M\ne0\) is negative at some energies, so it is not a physical conductivity on the whole line; for large enough \(a\) it is positive at all the sampled energies, which are the only ones that enter the sums.

## The Mott ratio

```lean
/-- Error bound for the Mott ratio: for normalised weights, bounded second and third derivatives of
`s`, and nonzero `s(0)` and `L_0`, the ratio `L_1/L_0` differs from `m_2 s'(0)/s(0)` by at most the
stated error. -/
theorem mott_ratio_bound {w x : ι → ℝ} {σ : ι → ι} (h : SymmetricWindow w x σ)
    (hw : ∑ i, w i = 1) {s s1 s2 s3 : ℝ → ℝ} {K M : ℝ}
    (hs : ∀ t, HasDerivAt s (s1 t) t) (hs1 : ∀ t, HasDerivAt s1 (s2 t) t)
    (hs2 : ∀ t, HasDerivAt s2 (s3 t) t) (hK : ∀ t, |s2 t| ≤ K) (hM : ∀ t, |s3 t| ≤ M)
    (h0 : s 0 ≠ 0) (hL : transport w x s 0 ≠ 0) :
    |transport w x s 1 / transport w x s 0 - moment w x 2 * s1 0 / s 0|
      ≤ (M / 6 * moment w x 4 + |s1 0 / s 0| * (K / 2 * moment w x 2 ^ 2))
        / |transport w x s 0| := by
  have hA := mott_numerator_bound h hs hs1 hs2 hM
  -- `L_0` differs from `s(0)` times the zeroth moment by at most `K/2` times the second moment
  have hD : |transport w x s 0 - s 0 * moment w x 0| ≤ K / 2 * moment w x 2 := by
    refine window_estimate h (fun t => t ^ 0 * s t) (s 0) (K / 2) 0 2 fun t => ?_
    show |t ^ 0 * s t + (-t) ^ 0 * s (-t) - 2 * s 0 * t ^ 0| ≤ _
    simp only [pow_zero, one_mul, mul_one]
    exact (even_part_bound hs hs1 hK t).trans (le_of_eq (by ring))
  have hm0 : moment w x 0 = 1 := by simp only [moment, pow_zero, mul_one, hw]
  rw [hm0, mul_one] at hD
  have hm2 : 0 ≤ moment w x 2 :=
    Finset.sum_nonneg fun i _ => mul_nonneg (h.nonneg i) (sq_nonneg _)
  have tri : ∀ a b : ℝ, |a - b| ≤ |a| + |b| := fun a b => norm_sub_le a b
  have e : transport w x s 1 / transport w x s 0 - moment w x 2 * s1 0 / s 0
      = ((transport w x s 1 - s1 0 * moment w x 2)
        - s1 0 / s 0 * (moment w x 2 * (transport w x s 0 - s 0))) / transport w x s 0 := by
    field_simp
    ring
  rw [e, abs_div]
  refine div_le_div_of_nonneg_right ((tri _ _).trans (add_le_add hA ?_)) (abs_nonneg _)
  rw [abs_mul, abs_mul (moment w x 2), abs_of_nonneg hm2]
  refine mul_le_mul_of_nonneg_left ?_ (abs_nonneg _)
  exact (mul_le_mul_of_nonneg_left hD hm2).trans (le_of_eq (by ring))

end

end MottErrorBound
```

The hypothesis `hw` normalises the weights, which makes \(m_0=1\). The fact `hD` is the estimate for \(L_0\), obtained from `window_estimate` with \(m=0\) and \(k=2\), and `e` is the algebraic identity for the difference of the ratios. The triangle inequality then combines the two errors. The conditions `h0` and `hL` say that the conductivity is nonzero both at the chemical potential and after thermal averaging.

The temperature dependence can be read off by hand. For a fixed reduced window, a fixed \(\mu\) and a temperature-independent \(\Sigma\) with bounded third derivative, \(s'(0)\) scales as \(T\) and \(M\) as \(T^3\), so the relative error bound for the numerator falls as \(T^2\) when \(\Sigma'(\mu)\ne0\) and \(m_2>0\).

```lean
#print axioms MottErrorBound.mott_numerator_bound
#print axioms MottErrorBound.mott_numerator_cubic
#print axioms MottErrorBound.mott_ratio_bound
```

```
'MottErrorBound.mott_numerator_bound' depends on axioms: [propext, Classical.choice, Quot.sound]
'MottErrorBound.mott_numerator_cubic' depends on axioms: [propext, Classical.choice, Quot.sound]
'MottErrorBound.mott_ratio_bound' depends on axioms: [propext, Classical.choice, Quot.sound]
```
